# The first odd coefficient of a screened potential when the lower odd terms of the pseudo-orbital's exponent vanish

The declaration `leading_odd_coeff` concerns a pseudo-orbital of angular momentum l whose radial part R(r) satisfies r R(r) = r^(l+1) exp(p(r)), where p is a real polynomial and no normalisation is assumed. The screened potential that belongs to it is measured from the orbital energy, in Hartree atomic units. If the coefficients of r, r³, and so on up to r^(2m+1) in p all vanish, then the coefficient of r^(2m+1) in the potential is (2m+3)(l+m+2) times the coefficient of r^(2m+3) in p. The proof first shows that the square of p′ contributes nothing at order 2m+1, since each product of coefficients there has a factor that the hypothesis makes zero. The remaining terms then come from the general coefficient formula `screenedPotential_coeff`.

Lean 4 with Mathlib refuses this proof:

```lean
import Mathlib

open Polynomial

namespace PseudopotentialParity

noncomputable section

/-- The polynomial `(l+1) p'/r + (p'' + p'^2)/2`, where division by `r` discards the constant term
of `p'` and lowers every other power by one. If `p` has no linear term, this is the screened
potential, measured from the orbital energy, belonging to the pseudo-orbital `r^(l+1) exp(p(r))`. -/
def screenedPotential (l : ℕ) (p : ℝ[X]) : ℝ[X] :=
  C ((l : ℝ) + 1) * (derivative p).divX
    + C (1 / 2) * (derivative (derivative p) + derivative p ^ 2)

/-- The coefficient of `r^n` in the screened potential, in terms of the exponent. -/
theorem screenedPotential_coeff (l : ℕ) (p : ℝ[X]) (n : ℕ) :
    (screenedPotential l p).coeff n =
      ((l : ℝ) + 1) * (n + 2) * p.coeff (n + 2)
        + ((n + 2) * (n + 1) * p.coeff (n + 2) + (derivative p ^ 2).coeff n) / 2 := by
  simp only [screenedPotential, coeff_add, coeff_C_mul, coeff_divX, coeff_derivative]
  push_cast
  ring

/-- If the exponent has no odd terms up to order `2m+1`, the coefficient of `r^(2m+1)`
in the screened potential is `(2m+3)(l+m+2)` times the next odd coefficient. -/
theorem leading_odd_coeff (l : ℕ) (p : ℝ[X]) (m : ℕ)
    (h : ∀ j ≤ m, p.coeff (2 * j + 1) = 0) :
    (screenedPotential l p).coeff (2 * m + 1) =
      (2 * (m : ℝ) + 3) * (l + m + 2) * p.coeff (2 * m + 3) := by
  -- each product in `p'^2` of odd total order contains a vanishing factor
  have hsq : (derivative p ^ 2).coeff (2 * m + 1) = 0 := by
    rw [pow_two, coeff_mul]
    apply Finset.sum_eq_zero
    rintro ⟨i, j⟩ hij
    have hs : i + j = 2 * m + 1 := Finset.mem_antidiagonal.mp hij
    have hz : ∀ a ≤ m, (derivative p).coeff (2 * a) = 0 := by
      intro a ha
      rw [coeff_derivative, h a ha, zero_mul]
    change (derivative p).coeff i * (derivative p).coeff j = 0
    obtain ⟨a, ha | ha⟩ := Nat.even_or_odd' i
    · rw [ha, hz a (by omega), zero_mul]
    · have hj : j = 2 * (m - a) := by omega
      rw [hj, hz (m - a) (by omega), mul_zero]
  have e : 2 * m + 1 + 2 = 2 * m + 3 := by omega
  rw [screenedPotential_coeff, hsq, e]
  push_cast
  ring

end

end PseudopotentialParity
```

Compiling this gives:

```
Main.lean:36:35: error: Type mismatch
  Finset.mem_antidiagonal.mp ?m.172
has type
  ?m.169.1 ∈ ?m.164 ∧ ?m.169.2 ∈ ?m.165 ∧ ?m.169.1 + ?m.169.2 = ?m.168
but is expected to have type
  i + j = 2 * m + 1
Main.lean:36:62: error: Application type mismatch: The argument
  hij
has type
  (i, j) ∈ Finset.HasAntidiagonal.antidiagonal (2 * m + 1)
but is expected to have type
  ?m.169 ∈ Finset.antidiagonal ?m.166 ?m.167 ?m.168
in the application
  Finset.mem_antidiagonal.mp hij
```

Both errors come from one lemma name. `Finset.mem_antidiagonal` here is about `Finset.antidiagonal`, which takes three explicit arguments, and membership in it means three things: each component lies in a given set, and the two add up to a given value. The first message says that this threefold conjunction is not the bare equation `i + j = 2 * m + 1` that `hs` asks for. The second says that `hij` does not fit the lemma either, because it is a membership in `Finset.HasAntidiagonal.antidiagonal (2 * m + 1)`, a different function whose only explicit argument is the total.

The repair names the lemma for that function, `Finset.HasAntidiagonal.mem_antidiagonal`, which accepts `hij` and gives just the equation.

The other change is to a comment and has no effect on compilation. The old wording spoke of every odd total order, while the proof deals only with order `2m+1`.

The repair, with which the file compiles:

```diff
@@ -29,10 +29,10 @@
     (screenedPotential l p).coeff (2 * m + 1) =
       (2 * (m : ℝ) + 3) * (l + m + 2) * p.coeff (2 * m + 3) := by
-  -- each product in `p'^2` of odd total order contains a vanishing factor
+  -- each product in `p'^2` of total order `2m+1` contains a vanishing factor
   have hsq : (derivative p ^ 2).coeff (2 * m + 1) = 0 := by
     rw [pow_two, coeff_mul]
     apply Finset.sum_eq_zero
     rintro ⟨i, j⟩ hij
-    have hs : i + j = 2 * m + 1 := Finset.mem_antidiagonal.mp hij
+    have hs : i + j = 2 * m + 1 := Finset.HasAntidiagonal.mem_antidiagonal.mp hij
     have hz : ∀ a ≤ m, (derivative p).coeff (2 * a) = 0 := by
       intro a ha
```
